# A qubit that starts in the +1 eigenstate of Z has ⟨Z⟩ = cos(rt) after r rotations about X by t

A single qubit starts in the normalised state (1, 0) and passes through r ideal gates exp(−itX/2), all with the same real angle t and with only identity matrices between them. The theorem `expectation_rotations` says that the expectation of Z in the resulting state is cos(rt), for every natural number r. The attempt sets w = exp(−it/2) and z = exp(it/2), and shows by induction that the output vector has components (wʳ + zʳ)/2 and (wʳ − zʳ)/2. It then computes the expectation as (z²ʳ + w²ʳ)/2, which is the exponential form of the cosine.

Lean 4 with Mathlib refuses this proof:

```lean
import Mathlib

open Finset Matrix

namespace ExpectationRotations

noncomputable section

variable {n : Type*} [Fintype n] [DecidableEq n]

/-- The gate `exp(-itG/2)` with generator `G` and angle `t`. -/
def gate (G : Matrix n n ℂ) (t : ℝ) : Matrix n n ℂ :=
  NormedSpace.exp ((-(Complex.I * t / 2)) • G)

/-- The output vector after `r` gates of common angle `t`, interleaved with the fixed
matrices `V 0, …, V r`. -/
def output (G V : ℕ → Matrix n n ℂ) (ψ : n → ℂ) (t : ℝ) : ℕ → n → ℂ
  | 0 => V 0 *ᵥ ψ
  | r + 1 => V (r + 1) *ᵥ (gate (G r) t *ᵥ output G V ψ t r)

/-- The expectation `⟨φ|O|φ⟩`, as a complex number. -/
def expectation (O : Matrix n n ℂ) (φ : n → ℂ) : ℂ := star φ ⬝ᵥ (O *ᵥ φ)

/-- If `G` squares to one, `exp(cG)` is the sum of `exp(c)` and `exp(-c)` times the
matrices `(1 + G)/2` and `(1 - G)/2`. -/
theorem exp_involution {G : Matrix n n ℂ} (hG : G * G = 1) (c : ℂ) :
    NormedSpace.exp (c • G) = Complex.exp c • ((1 / 2 : ℂ) • (1 + G))
      + Complex.exp (-c) • ((1 / 2 : ℂ) • (1 - G)) := by
  have hpow : ∀ k : ℕ, G ^ k = (1 / 2 : ℂ) • (1 + G)
      + ((-1 : ℂ) ^ k) • ((1 / 2 : ℂ) • (1 - G)) := by
    intro k
    induction k with
    | zero => rw [pow_zero, pow_zero]; module
    | succ k ih =>
      rw [pow_succ, ih, pow_succ]
      simp only [add_mul, sub_mul, smul_mul_assoc, one_mul, hG]
      module
  have h (x : ℂ) : HasSum (fun k : ℕ => x ^ k / (k.factorial : ℂ)) (Complex.exp x) := by
    rw [Complex.exp_eq_exp_ℂ]
    exact NormedSpace.expSeries_div_hasSum_exp x
  -- sum the exponential series separately on the two eigenspaces
  have hs := ((h c).smul_const ((1 / 2 : ℂ) • (1 + G))).add
    ((h (-c)).smul_const ((1 / 2 : ℂ) • (1 - G)))
  rw [NormedSpace.exp_eq_tsum ℂ]
  refine Eq.trans (tsum_congr fun k => ?_) hs.tsum_eq
  simp only [smul_pow, hpow, neg_pow c]
  module

/-- The Pauli matrix `X`. -/
def pauliX : Matrix (Fin 2) (Fin 2) ℂ := !![0, 1; 1, 0]

/-- The Pauli matrix `Z`. -/
def pauliZ : Matrix (Fin 2) (Fin 2) ℂ := !![1, 0; 0, -1]

/-- The Pauli matrix `X` squares to one, and `Z` is Hermitian. -/
theorem pauli_witness : pauliX * pauliX = 1 ∧ pauliZ.IsHermitian := by
  constructor
  · ext i j
    fin_cases i <;> fin_cases j <;> simp [pauliX, Matrix.mul_apply, Fin.sum_univ_succ]
  · ext i j
    fin_cases i <;> fin_cases j <;> simp [pauliZ]

/-- After `r` equal `X` rotations by `t` of a qubit that starts in `(1, 0)`, the expectation of
`Z` is `cos(rt)`. -/
theorem expectation_rotations (r : ℕ) (t : ℝ) :
    expectation pauliZ (output (fun _ => pauliX) (fun _ => 1) ![1, 0] t r)
      = (Real.cos (r * t) : ℂ) := by
  obtain ⟨w, hw⟩ : ∃ w, w = Complex.exp (-(Complex.I * t / 2)) := ⟨_, rfl⟩
  obtain ⟨z, hz⟩ : ∃ z, z = Complex.exp (Complex.I * t / 2) := ⟨_, rfl⟩
  have hg : gate pauliX t = !![(w + z) / 2, (w - z) / 2; (w - z) / 2, (w + z) / 2] := by
    rw [gate, exp_involution pauli_witness.1, neg_neg, ← hw, ← hz]
    ext i j
    fin_cases i <;> fin_cases j <;> simp [pauliX] <;> ring
  have hout : output (fun _ => pauliX) (fun _ => 1) ![1, 0] t r
      = ![(w ^ r + z ^ r) / 2, (w ^ r - z ^ r) / 2] := by
    induction r with
    | zero =>
      ext i
      fin_cases i <;> simp [output]
    | succ r ih =>
      simp only [output, ih, hg, one_mulVec]
      ext i
      fin_cases i <;> simp [Matrix.mulVec, dotProduct, Fin.sum_univ_two, pow_succ] <;> ring
  have cw : starRingEnd ℂ w = z := by
    rw [hw, hz, ← Complex.exp_conj]
    congr 1
    simp only [map_neg, map_mul, map_div₀, Complex.conj_I, Complex.conj_ofReal, map_ofNat]
    ring
  have cz : starRingEnd ℂ z = w := by rw [← cw, Complex.conj_conj]
  have hE : expectation pauliZ ![(w ^ r + z ^ r) / 2, (w ^ r - z ^ r) / 2]
      = ((z ^ r) ^ 2 + (w ^ r) ^ 2) / 2 := by
    simp [expectation, pauliZ, Matrix.mulVec, dotProduct, Fin.sum_univ_two, cw, cz]
    ring
  have e1 : Complex.exp ((r : ℂ) * t * Complex.I) = (z ^ r) ^ 2 := by
    rw [hz, ← pow_mul, ← Complex.exp_nat_mul]
    congr 1
    push_cast
    ring
  have e2 : Complex.exp (-((r : ℂ) * t) * Complex.I) = (w ^ r) ^ 2 := by
    rw [hw, ← pow_mul, ← Complex.exp_nat_mul]
    congr 1
    push_cast
    ring
  rw [hout, hE]
  push_cast
  rw [Complex.cos, e1, e2]

end

end ExpectationRotations
```

The error:

```
Try this:
  [apply] ring_nf
  
  The `ring` tactic failed to close the goal. Use `ring_nf` to obtain a normal form.
    
  Note that `ring` works primarily in *commutative* rings. If you have a noncommutative ring, abelian group or module, consider using `noncomm_ring`, `abel` or `module` instead.
Main.lean:91:43: error: unsolved goals
r : ℕ
t : ℝ
w : ℂ
hw : w = Complex.exp (-(Complex.I * ↑t / 2))
z : ℂ
hz : z = Complex.exp (Complex.I * ↑t / 2)
hg : gate pauliX t = !![(w + z) / 2, (w - z) / 2; (w - z) / 2, (w + z) / 2]
hout : output (fun x => pauliX) (fun x => 1) ![1, 0] t r = ![(w ^ r + z ^ r) / 2, (w ^ r - z ^ r) / 2]
cw : (starRingEnd ℂ) w = z
cz : (starRingEnd ℂ) z = w
⊢ z ^ (r * 2) * ((starRingEnd ℂ) 2)⁻¹ + w ^ (r * 2) * ((starRingEnd ℂ) 2)⁻¹ =
    z ^ (r * 2) * (1 / 2) + w ^ (r * 2) * (1 / 2)
```

Fix (accepted with no message):

```diff
@@ -82,4 +82,6 @@
       ext i
       fin_cases i <;> simp [Matrix.mulVec, dotProduct, Fin.sum_univ_two, pow_succ] <;> ring
+  -- the two phases are complex conjugates of each other
+  have c2 : starRingEnd ℂ 2 = 2 := map_ofNat (starRingEnd ℂ) 2
   have cw : starRingEnd ℂ w = z := by
     rw [hw, hz, ← Complex.exp_conj]
@@ -90,5 +92,5 @@
   have hE : expectation pauliZ ![(w ^ r + z ^ r) / 2, (w ^ r - z ^ r) / 2]
       = ((z ^ r) ^ 2 + (w ^ r) ^ 2) / 2 := by
-    simp [expectation, pauliZ, Matrix.mulVec, dotProduct, Fin.sum_univ_two, cw, cz]
+    simp [expectation, pauliZ, Matrix.mulVec, dotProduct, Fin.sum_univ_two, cw, cz, c2]
     ring
   have e1 : Complex.exp ((r : ℂ) * t * Complex.I) = (z ^ r) ^ 2 := by
```

Cause. The error is in `hE`, the step that computes the expectation from the two components. The expectation conjugates the state vector, so the halves in its components are conjugated too. The `simp` call turns the conjugates of `w` and `z` into each other by `cw` and `cz`, but it leaves the conjugate of the number 2, `(starRingEnd ℂ) 2`, as it stands. To `ring` this is an unknown quantity, and it can't tell that its inverse is 1/2. The two sides of the remaining goal differ only in this factor. The "Try this" message reports the same failure: `ring` did not close the goal, and its suggestion of `ring_nf` would not supply the missing fact.

The repair proves that fact as `c2`, using `map_ofNat`, which says that the conjugation map sends the numeral 2 to itself. With `c2` added to its list, `simp` replaces the conjugate by 2, and `ring` can finish. The new comment about the two phases has no effect on the proof.
